# For given electron amplitudes, the lattice energy of a finite polaron model with classical phonons is lowest at \(B_q = G_q/\omega_q\) when every phonon frequency is positive

Take one electron state, occupied with amplitude 1, and one phonon mode with frequency 2 and coupling 3, in units with \(\hbar = 1\). If the mode has real amplitude \(b\), its elastic cost is \(2b^2\) and its coupling to the electron gains \(6b\). Completing the square gives

\[ 2b^2 - 6b = 2\left(b - \tfrac32\right)^2 - \tfrac92 . \]

The energy is never below \(-9/2\), and it reaches that value only at \(b = 3/2\), which is the coupling divided by the frequency. With many modes and complex amplitudes, the same thing happens in each mode separately.

## States, modes and energies

```lean
import Mathlib

open ComplexConjugate

namespace PolaronLatticeElimination

noncomputable section

variable {ι κ : Type*} [Fintype ι] [Fintype κ]
```

The symbols `ι` and `κ` stand for two finite index sets: the electron states, labelled \(m, n\), and the phonon modes, labelled \(q\). A function such as `A : ι → ℂ` is a list of complex numbers \(A_n\), one per state.

```lean
/-- The force `G_q = ∑ conj(A_m) g_q(m,n) A_n` that the electron amplitudes `A` exert on
phonon mode `q`. -/
def source (g : κ → ι → ι → ℂ) (A : ι → ℂ) (q : κ) : ℂ :=
  ∑ m, ∑ n, conj (A m) * g q m n * A n
```

This is the force on mode \(q\),

\[ G_q = \sum_{m,n} \overline{A_m}\, g_q(m,n)\, A_n . \]

The coupling matrix \(g_q\) is arbitrary; it need not be Hermitian.

```lean
/-- The phonon energy plus the electron-phonon coupling energy, for electron amplitudes `A`
and phonon amplitudes `B`. -/
def latticeEnergy (ω : κ → ℝ) (g : κ → ι → ι → ℂ) (A : ι → ℂ) (B : κ → ℂ) : ℝ :=
  ∑ q, (ω q * ‖B q‖ ^ 2 - 2 * (conj (B q) * source g A q).re)
```

The lattice energy is

\[ E_{\rm latt}(A,B) = \sum_q \left( \omega_q |B_q|^2 - 2\,\mathrm{Re}(\overline{B_q}\, G_q) \right). \]

The phonons are harmonic and the coupling is linear in \(B\). The minus sign fixes the sign convention for \(B\), and any factor for the number of unit cells is absorbed into the amplitudes and couplings. The \(B_q\) are numbers, not operators: the lattice is treated classically, and zero-point energy is left out. They are independent complex numbers, with no relation imposed between \(q\) and \(-q\). Where real atomic displacements require \(B_{-q} = \overline{B_q}\), the optimal amplitudes \(G_q/\omega_q\) found below satisfy this whenever \(\omega_{-q} = \omega_q\) and \(G_{-q} = \overline{G_q}\).

```lean
/-- The relaxation energy `∑ |G_q|² / ω_q`, for nonzero phonon frequencies. -/
def relaxationEnergy (ω : κ → ℝ) (g : κ → ι → ι → ℂ) (A : ι → ℂ) : ℝ :=
  ∑ q, ‖source g A q‖ ^ 2 / ω q
```

The relaxation energy is \(R(A) = \sum_q |G_q|^2/\omega_q\).

```lean
/-- The band energy `∑ ε_n |A_n|²` of the electron amplitudes. -/
def bandEnergy (ε : ι → ℝ) (A : ι → ℂ) : ℝ :=
  ∑ n, ε n * ‖A n‖ ^ 2
```

The band energy is \(E_{\rm band}(A) = \sum_n \varepsilon_n |A_n|^2\), with real band energies \(\varepsilon_n\).

```lean
/-- The polaron energy: band energy plus lattice energy. -/
def polaronEnergy (ε : ι → ℝ) (ω : κ → ℝ) (g : κ → ι → ι → ℂ)
    (A : ι → ℂ) (B : κ → ℂ) : ℝ :=
  bandEnergy ε A + latticeEnergy ω g A B
```

The total is \(E(A,B) = E_{\rm band}(A) + E_{\rm latt}(A,B)\).

```lean
/-- The functional of the electron amplitudes alone: band energy minus relaxation energy,
for nonzero phonon frequencies. -/
def reducedEnergy (ε : ι → ℝ) (ω : κ → ℝ) (g : κ → ι → ι → ℂ) (A : ι → ℂ) : ℝ :=
  bandEnergy ε A - relaxationEnergy ω g A
```

The reduced functional \(E_{\rm red}(A) = E_{\rm band}(A) - R(A)\) no longer contains \(B\).

```lean
/-- The electron amplitudes describe one electron: `∑ |A_n|² = 1`. -/
def Normalized (A : ι → ℂ) : Prop :=
  ∑ n, ‖A n‖ ^ 2 = 1
```

`Normalized A` is the statement \(\sum_n |A_n|^2 = 1\): there is exactly one extra electron.

## Completing the square

```lean
/-- The energy of one mode of frequency `w > 0` and amplitude `b` under a force `G` is `w` times the
squared deviation of `b` from `G / w`, minus `|G|² / w`. -/
theorem mode_complete_square {w : ℝ} (hw : 0 < w) (b G : ℂ) :
    w * ‖b‖ ^ 2 - 2 * (conj b * G).re = w * ‖b - G / (w : ℂ)‖ ^ 2 - ‖G‖ ^ 2 / w := by
  have hw' : w ≠ 0 := hw.ne'
  simp only [Complex.sq_norm, Complex.normSq_apply, Complex.sub_re, Complex.sub_im,
    Complex.div_ofReal_re, Complex.div_ofReal_im, Complex.mul_re, Complex.conj_re,
    Complex.conj_im]
  field_simp
  ring
```

In a Lean theorem, the hypotheses stand before the colon, the claim after it, and the proof after `:=`. Here `hw` is the hypothesis \(w > 0\). By hand, expand

\[ \left|b - \frac{G}{w}\right|^2 = |b|^2 - \frac{2}{w}\,\mathrm{Re}(\overline{b}\,G) + \frac{|G|^2}{w^2}, \]

multiply by \(w\), and subtract \(|G|^2/w\). What remains is \(w|b|^2 - 2\,\mathrm{Re}(\overline{b}\,G)\).

Lean does this in real and imaginary parts. The `simp only` step writes every modulus and product in components, `field_simp` clears the denominators, and `ring` checks the remaining polynomial identity.

```lean
/-- If every phonon frequency is positive, the lattice energy is the frequency-weighted sum of
squared deviations from `G_q / ω_q` minus the relaxation energy. -/
theorem latticeEnergy_eq {ω : κ → ℝ} (hω : ∀ q, 0 < ω q) (g : κ → ι → ι → ℂ)
    (A : ι → ℂ) (B : κ → ℂ) :
    latticeEnergy ω g A B =
      ∑ q, ω q * ‖B q - source g A q / (ω q : ℂ)‖ ^ 2 - relaxationEnergy ω g A := by
  unfold latticeEnergy relaxationEnergy
  rw [← Finset.sum_sub_distrib]
  exact Finset.sum_congr rfl fun q _ => mode_complete_square (hω q) _ _
```

Summing the identity over the modes gives

\[ E_{\rm latt}(A,B) = \sum_q \omega_q \left|B_q - \frac{G_q}{\omega_q}\right|^2 - R(A). \]

The proof merges the two sums on the right into one and applies `mode_complete_square` to each term.

```lean
/-- If every phonon frequency is positive, then for fixed electron amplitudes the lattice energy is
at least minus the relaxation energy, with equality exactly when `B_q = G_q / ω_q` for every mode.
-/
theorem latticeEnergy_bound {ω : κ → ℝ} (hω : ∀ q, 0 < ω q) (g : κ → ι → ι → ℂ)
    (A : ι → ℂ) (B : κ → ℂ) :
    -relaxationEnergy ω g A ≤ latticeEnergy ω g A B ∧
      (latticeEnergy ω g A B = -relaxationEnergy ω g A ↔
        ∀ q, B q = source g A q / (ω q : ℂ)) := by
  have hterm : ∀ q ∈ (Finset.univ : Finset κ),
      0 ≤ ω q * ‖B q - source g A q / (ω q : ℂ)‖ ^ 2 :=
    fun q _ => mul_nonneg (hω q).le (sq_nonneg _)
  have hsum := Finset.sum_nonneg hterm
  rw [latticeEnergy_eq hω]
  refine ⟨by linarith, fun h => ?_, fun h => ?_⟩
  · -- a vanishing sum of nonnegative terms vanishes mode by mode
    have hzero : ∑ q, ω q * ‖B q - source g A q / (ω q : ℂ)‖ ^ 2 = 0 := by linarith
    intro q
    have hq := (Finset.sum_eq_zero_iff_of_nonneg hterm).mp hzero q (Finset.mem_univ q)
    have hsq := (mul_eq_zero.mp hq).resolve_left (hω q).ne'
    exact sub_eq_zero.mp (norm_eq_zero.mp (pow_eq_zero_iff two_ne_zero |>.mp hsq))
  · have hzero : ∑ q, ω q * ‖B q - source g A q / (ω q : ℂ)‖ ^ 2 = 0 :=
      Finset.sum_eq_zero fun q _ => by rw [h q, sub_self, norm_zero]; ring
    linarith
```

The claim has two parts, joined by `∧` ("and"): \(E_{\rm latt}(A,B) \ge -R(A)\), and equality holds if and only if \(B_q = G_q/\omega_q\) for every \(q\).

Call the sum of squares \(S\), so that \(E_{\rm latt} = S - R\). Each term of \(S\) is nonnegative because \(\omega_q > 0\); this is `hterm`. Hence \(S \ge 0\), which is `hsum`, and the bound follows. Equality means \(S = 0\). A sum of nonnegative terms vanishes only if each term does, and since \(\omega_q \ne 0\), this forces \(B_q - G_q/\omega_q = 0\). Conversely, inserting \(B_q = G_q/\omega_q\) makes every term zero. The tactic `linarith` handles the linear inequalities between \(E_{\rm latt}\), \(S\) and \(R\).

Positive frequencies mean that every mode has a restoring force. Without one the energy can be unbounded below: a single mode with \(\omega = 0\) and \(G = 1\) has energy \(-2\,\mathrm{Re}\,B\), which decreases without limit as \(B\) grows along the positive real axis. The three uniform translations of a crystal have zero frequency, so they must be left out of the list of modes before the theorems apply.

## Minimising over electron and lattice together

```lean
/-- If every phonon frequency is positive, a normalised `A` together with `B` minimises the polaron
energy among all pairs with normalised electron amplitudes exactly when `A` minimises the reduced
functional among normalised amplitudes and `B_q = G_q / ω_q` for every mode. -/
theorem polaron_minimizer_iff (ε : ι → ℝ) {ω : κ → ℝ} (hω : ∀ q, 0 < ω q)
    (g : κ → ι → ι → ℂ) {A : ι → ℂ} (hA : Normalized A) (B : κ → ℂ) :
    (∀ A' B', Normalized A' → polaronEnergy ε ω g A B ≤ polaronEnergy ε ω g A' B') ↔
      (∀ A', Normalized A' → reducedEnergy ε ω g A ≤ reducedEnergy ε ω g A') ∧
        ∀ q, B q = source g A q / (ω q : ℂ) := by
  -- the lattice energy at the optimal distortion for given electron amplitudes
  have hopt : ∀ A' : ι → ℂ,
      latticeEnergy ω g A' (fun q => source g A' q / (ω q : ℂ)) = -relaxationEnergy ω g A' :=
    fun A' => (latticeEnergy_bound hω g A' _).2.mpr fun _ => rfl
  have hlow := (latticeEnergy_bound hω g A B).1
  unfold polaronEnergy reducedEnergy
  constructor
  · intro h
    refine ⟨fun A' hA' => ?_, ?_⟩
    · have h1 := h A' (fun q => source g A' q / (ω q : ℂ)) hA'
      rw [hopt A'] at h1
      linarith
    · have h1 := h A (fun q => source g A q / (ω q : ℂ)) hA
      rw [hopt A] at h1
      exact (latticeEnergy_bound hω g A B).2.mp (by linarith)
  · rintro ⟨hmin, hB⟩ A' B' hA'
    have h1 := (latticeEnergy_bound hω g A B).2.mpr hB
    have h2 := (latticeEnergy_bound hω g A' B').1
    have h3 := hmin A' hA'
    linarith
```

Let \(A\) be normalised. The pair \((A,B)\) has the lowest energy among all pairs with normalised electron amplitudes exactly when \(A\) minimises \(E_{\rm red}\) among normalised amplitudes and \(B_q = G_q/\omega_q\) for every mode.

Write \(B^*(A)\) for the distortion \(G_q/\omega_q\) belonging to \(A\). By the previous theorem, \(E(A,B^*(A)) = E_{\rm red}(A)\), which rests on `hopt`, and \(E(A,B) \ge E_{\rm red}(A)\), which rests on `hlow`.

Suppose first that \((A,B)\) is a minimiser. Comparing it with \((A',B^*(A'))\) gives

\[ E_{\rm red}(A) \le E(A,B) \le E_{\rm red}(A'), \]

so \(A\) minimises the reduced functional. Comparing it with \((A,B^*(A))\) gives \(E(A,B) \le E_{\rm red}(A)\). The lower bound is therefore attained, and \(B = B^*(A)\).

For the converse, the two conditions give

\[ E(A,B) = E_{\rm red}(A) \le E_{\rm red}(A') \le E(A',B') . \]

For this finite, one-electron model with a classical harmonic lattice and linear coupling, a polaron calculation can therefore search over electron amplitudes alone and compute the distortion afterwards. The theorem concerns global minimisers, not merely stationary points, and says nothing about whether the minimising \(A\) is localised.

## When a distortion beats a reference energy

```lean
/-- If every phonon frequency is positive, then for given electron amplitudes some lattice
distortion brings the polaron energy below a reference energy `E₀` exactly when the relaxation
energy exceeds the band energy measured from `E₀`. -/
theorem trapping_criterion (ε : ι → ℝ) {ω : κ → ℝ} (hω : ∀ q, 0 < ω q)
    (g : κ → ι → ι → ℂ) (A : ι → ℂ) (E₀ : ℝ) :
    (∃ B, polaronEnergy ε ω g A B < E₀) ↔
      bandEnergy ε A - E₀ < relaxationEnergy ω g A := by
  unfold polaronEnergy
  constructor
  · rintro ⟨B, hB⟩
    have h1 := (latticeEnergy_bound hω g A B).1
    linarith
  · intro h
    refine ⟨fun q => source g A q / (ω q : ℂ), ?_⟩
    have h1 := (latticeEnergy_bound hω g A (fun q => source g A q / (ω q : ℂ))).2.mpr
      fun _ => rfl
    linarith

end

end PolaronLatticeElimination
```

For given \(A\) and any real \(E_0\), some \(B\) satisfies \(E(A,B) < E_0\) exactly when

\[ E_{\rm band}(A) - E_0 < R(A). \]

If such a \(B\) exists, then \(E_{\rm band}(A) - R(A) \le E(A,B) < E_0\). If the inequality holds, \(B^*(A)\) is the required distortion, because its energy is \(E_{\rm band}(A) - R(A)\).

Physically, \(E_0\) would be the lowest band energy, that of an electron in the undistorted crystal. The left side is then the band-energy cost of forming a normalised wave packet \(A\), and the lattice must repay more than that cost. The theorem itself allows any \(A\), normalised or not. Despite its name, it does not show that the electron is localised. In the opening example, with \(E_0\) equal to the band energy of the single state, the left side is 0 and \(R = 9/2\), so the criterion holds although there is only one state to occupy.

```lean
#print axioms PolaronLatticeElimination.latticeEnergy_bound
-- 'PolaronLatticeElimination.latticeEnergy_bound' depends on axioms: [propext, Classical.choice, Quot.sound]
#print axioms PolaronLatticeElimination.polaron_minimizer_iff
-- 'PolaronLatticeElimination.polaron_minimizer_iff' depends on axioms: [propext, Classical.choice, Quot.sound]
#print axioms PolaronLatticeElimination.trapping_criterion
-- 'PolaronLatticeElimination.trapping_criterion' depends on axioms: [propext, Classical.choice, Quot.sound]
```
